# For every nonzero lattice vector R, the wave vector πR/‖R‖² lies in the first Brillouin zone

If a wave vector $k$ lies outside the first Brillouin zone, the free-electron energy $\hbar^2\|k\|^2/2m_e$ is not the lowest energy at that Bloch wave vector. Some reciprocal lattice vector $g$ gives an equivalent wave vector $k-g$ that is shorter, so taking $\hbar^2\|k\|^2/2m_e$ for the lowest band overestimates it. Halving a reciprocal vector does not prevent this. On the square lattice with unit spacing, half of $(2\pi,4\pi)$ is $(\pi,2\pi)$, which is closer to $(0,2\pi)$ than to the origin.

Starting from the direct lattice is safe. Take a nonzero lattice vector $R$ and ask for a Bloch phase $e^{ik\cdot R}=-1$. The shortest $k$ with $k\cdot R=\pi$ is $k=\pi R/\|R\|^2$, and no reciprocal lattice vector is closer to it than the origin is. For non-interacting electrons in zero potential, $\hbar^2\|k\|^2/2m_e$ is therefore the lowest energy at this $k$.

## Lattices and the zone

```lean
import Mathlib

open Matrix
open scoped Real

namespace BrillouinZoneDuality

noncomputable section

variable {n : ℕ}
```

The file loads the library Mathlib and fixes a dimension $n$, which may be any natural number. The physical cases are $n=1,2,3$; for $n=0$ there is no nonzero $R$ to speak of.

```lean
/-- The lattice vector with integer coordinates `m` in the basis formed by the columns of `A`. -/
def latticeVec (A : Matrix (Fin n) (Fin n) ℝ) (m : Fin n → ℤ) : EuclideanSpace ℝ (Fin n) :=
  WithLp.toLp 2 (A *ᵥ fun i => (m i : ℝ))
```

`latticeVec A m` is the vector $Am=\sum_i m_i a_i$, where $a_i$ is the $i$-th column of the real matrix $A$ and the $m_i$ are integers. The symbol `*ᵥ` is matrix times vector. `WithLp.toLp 2` places the result in `EuclideanSpace`, where the norm is the usual Euclidean length.

```lean
/-- The set of all integer combinations of the columns of `A`. -/
def lattice (A : Matrix (Fin n) (Fin n) ℝ) : Set (EuclideanSpace ℝ (Fin n)) :=
  Set.range (latticeVec A)
```

`lattice A` is the set of all these vectors. For $n\ge1$ and invertible $A$ it is an ideal infinite lattice. The same definition serves for direct and reciprocal space.

```lean
/-- The columns of `A` and `B` are reciprocal bases: `a_i · b_j = 2π δ_ij`. -/
def IsReciprocal (A B : Matrix (Fin n) (Fin n) ℝ) : Prop :=
  Aᵀ * B = (2 * π) • (1 : Matrix (Fin n) (Fin n) ℝ)
```

`IsReciprocal A B` says $A^{\mathsf T}B=2\pi\,\mathbb 1$, or $a_i\cdot b_j=2\pi\delta_{ij}$ in terms of columns. This fixes the physicist's convention, with the factor $2\pi$ in the reciprocal basis.

```lean
/-- The first Brillouin zone: the wave vectors at least as close to the origin as to any
vector of the reciprocal lattice spanned by `B`. -/
def firstZone (B : Matrix (Fin n) (Fin n) ℝ) : Set (EuclideanSpace ℝ (Fin n)) :=
  {k | ∀ g ∈ lattice B, ‖k‖ ≤ ‖k - g‖}
```

`firstZone B` contains every $k$ with $\|k\|\le\|k-g\|$ for all $g$ in the reciprocal lattice. The inequality is not strict, so the zone includes its boundary.

```lean
/-- The wave vector `π R / ‖R‖²` attached to a direct lattice vector `R`. -/
def dualPoint (R : EuclideanSpace ℝ (Fin n)) : EuclideanSpace ℝ (Fin n) :=
  (π / ‖R‖ ^ 2) • R
```

`dualPoint R` is $\pi R/\|R\|^2$, written $k$ from here on. The symbol `•` multiplies a vector by a number.

## Reciprocal bases and integer phases

```lean
/-- `B` is reciprocal to `A` exactly when `A` is invertible and `B` is `2π` times the
transposed inverse of `A`. -/
theorem isReciprocal_iff (A B : Matrix (Fin n) (Fin n) ℝ) :
    IsReciprocal A B ↔ IsUnit A.det ∧ B = (2 * π) • (A⁻¹)ᵀ := by
  have hp : (2 * π) ≠ 0 := by positivity
  constructor
  · intro h
    have h' : Aᵀ * B = (2 * π) • (1 : Matrix (Fin n) (Fin n) ℝ) := h
    have h1 : Aᵀ * ((2 * π)⁻¹ • B) = 1 := by
      rw [Matrix.mul_smul, h', smul_smul, inv_mul_cancel₀ hp, one_smul]
    refine ⟨?_, ?_⟩
    · rw [← Matrix.det_transpose]
      exact Matrix.isUnit_det_of_right_inverse h1
    · rw [Matrix.transpose_nonsing_inv, Matrix.inv_eq_right_inv h1, smul_smul,
        mul_inv_cancel₀ hp, one_smul]
  · rintro ⟨hA, rfl⟩
    unfold IsReciprocal
    rw [Matrix.mul_smul, ← Matrix.transpose_mul, Matrix.nonsing_inv_mul A hA,
      Matrix.transpose_one]
```

This theorem confirms that the definition of reciprocity is the familiar one: it holds exactly when $A$ is invertible and $B=2\pi(A^{-1})^{\mathsf T}$. `IsUnit A.det` means that the determinant is nonzero.

By hand, dividing $A^{\mathsf T}B=2\pi\,\mathbb 1$ by $2\pi$ gives $A^{\mathsf T}(B/2\pi)=\mathbb 1$. A square matrix with a right inverse is invertible, so $\det A=\det A^{\mathsf T}\neq0$ and $B/2\pi=(A^{\mathsf T})^{-1}=(A^{-1})^{\mathsf T}$. Conversely, $A^{\mathsf T}\,2\pi(A^{-1})^{\mathsf T}=2\pi(A^{-1}A)^{\mathsf T}=2\pi\,\mathbb 1$. The two bullets after `constructor` are these two directions.

```lean
/-- The scalar product of a direct and a reciprocal lattice vector is an integer multiple
of `2π`. -/
theorem inner_eq_two_pi_mul_int {A B : Matrix (Fin n) (Fin n) ℝ} (h : IsReciprocal A B)
    {R g : EuclideanSpace ℝ (Fin n)} (hR : R ∈ lattice A) (hg : g ∈ lattice B) :
    ∃ m : ℤ, inner ℝ R g = 2 * π * m := by
  obtain ⟨u, rfl⟩ := hR
  obtain ⟨v, rfl⟩ := hg
  have h' : Aᵀ * B = (2 * π) • (1 : Matrix (Fin n) (Fin n) ℝ) := h
  -- the basis matrices cancel and leave the integer coordinates
  have key : ∀ x y : Fin n → ℝ, (A *ᵥ x) ⬝ᵥ (B *ᵥ y) = 2 * π * (x ⬝ᵥ y) := by
    intro x y
    rw [Matrix.dotProduct_mulVec, ← Matrix.vecMul_transpose, Matrix.vecMul_vecMul, h',
      ← Matrix.dotProduct_mulVec, Matrix.smul_mulVec, Matrix.one_mulVec, dotProduct_smul,
      smul_eq_mul]
  have e : inner ℝ (latticeVec A u) (latticeVec B v)
      = (A *ᵥ fun i => (u i : ℝ)) ⬝ᵥ (B *ᵥ fun i => (v i : ℝ)) := by
    simp [latticeVec, PiLp.inner_apply, dotProduct, mul_comm]
  refine ⟨∑ i, u i * v i, ?_⟩
  rw [e, key]
  push_cast
  rfl
```

Write $R=Au$ and $g=Bv$ with integer coordinates $u$ and $v$. Then

$$R\cdot g=u^{\mathsf T}A^{\mathsf T}Bv=2\pi\sum_i u_iv_i ,$$

an integer multiple of $2\pi$. In the code, `inner ℝ R g` is the scalar product, `key` is the cancellation of the matrices, and `refine` supplies the integer $\sum_i u_iv_i$.

```lean
/-- A phase of modulus at most `π` is at least as close to zero as to any multiple of `2π`. -/
theorem abs_le_abs_sub_two_pi_mul {x : ℝ} (hx : |x| ≤ π) (m : ℤ) :
    |x| ≤ |x - 2 * π * m| := by
  obtain ⟨hl, hu⟩ := abs_le.mp hx
  have hp := Real.pi_pos
  have hk : 0 ≤ (m : ℝ) * (π * m - x) := by
    rcases lt_trichotomy m 0 with hm | hm | hm
    · have h1 : (m : ℝ) ≤ -1 := by exact_mod_cast (by omega : m ≤ -1)
      have h2 : π * m - x ≤ 0 := by nlinarith
      nlinarith [mul_nonneg (by linarith : (0 : ℝ) ≤ -m) (neg_nonneg.2 h2)]
    · simp [hm]
    · have h1 : (1 : ℝ) ≤ m := by exact_mod_cast (by omega : 1 ≤ m)
      have h2 : 0 ≤ π * m - x := by nlinarith
      exact mul_nonneg (by linarith) h2
  exact sq_le_sq.mp (by nlinarith [mul_nonneg hp.le hk])
```

This is the one-dimensional version of the problem: if $|x|\le\pi$, then no multiple $2\pi m$ is closer to $x$ than $0$ is. Comparing squares,

$$(x-2\pi m)^2-x^2=4\pi\,m(\pi m-x).$$

For $m\ge1$ both factors $m$ and $\pi m-x$ are nonnegative, because $\pi m\ge\pi\ge x$. For $m\le-1$ both are nonpositive, because $\pi m\le-\pi\le x$. For $m=0$ the product vanishes. The statement `hk` records that the product is nonnegative, with one case for each sign of $m$. The last line passes from squares back to absolute values.

## From one dimension to the whole zone

```lean
/-- Along the direction of a direct lattice vector `R`, every wave vector `s R` with
`|s| ‖R‖² ≤ π` lies in the first Brillouin zone. -/
theorem smul_mem_firstZone {A B : Matrix (Fin n) (Fin n) ℝ} (h : IsReciprocal A B)
    {R : EuclideanSpace ℝ (Fin n)} (hR : R ∈ lattice A) {s : ℝ} (hs : |s| * ‖R‖ ^ 2 ≤ π) :
    s • R ∈ firstZone B := by
  intro g hg
  rcases eq_or_ne R 0 with h0 | h0
  · simp [h0]
  have hpos : 0 < ‖R‖ := norm_pos_iff.mpr h0
  obtain ⟨m, hm⟩ := inner_eq_two_pi_mul_int h hR hg
  -- project the separation from `g` onto the direction of `R`
  have cs := abs_real_inner_le_norm R (s • R - g)
  rw [inner_sub_right, real_inner_smul_right, real_inner_self_eq_norm_sq, hm] at cs
  have ha : |s * ‖R‖ ^ 2| = |s| * ‖R‖ ^ 2 := by
    rw [abs_mul, abs_of_nonneg (sq_nonneg ‖R‖)]
  have h1 := abs_le_abs_sub_two_pi_mul (ha.le.trans hs) m
  rw [ha] at h1
  rw [norm_smul, Real.norm_eq_abs]
  refine le_of_mul_le_mul_left ?_ hpos
  calc ‖R‖ * (|s| * ‖R‖) = |s| * ‖R‖ ^ 2 := by ring
    _ ≤ ‖R‖ * ‖s • R - g‖ := h1.trans cs
```

The theorem covers a whole segment: $sR$ lies in the zone whenever $|s|\,\|R\|^2\le\pi$. If $R=0$, this only says that the origin is in the zone. Otherwise let $R\cdot g=2\pi m$ and project $sR-g$ onto the direction of $R$. The Cauchy–Schwarz inequality, followed by the previous lemma with $x=s\|R\|^2$, gives

$$\|R\|\,\|sR-g\|\ \ge\ |R\cdot(sR-g)|=\bigl|s\|R\|^2-2\pi m\bigr|\ \ge\ |s|\,\|R\|^2=\|R\|\,\|sR\|.$$

Dividing by $\|R\|>0$ gives $\|sR\|\le\|sR-g\|$. In the proof, `cs` is the Cauchy–Schwarz step, `h1` is the one-dimensional lemma, and the `calc` block joins them before the common factor is removed.

```lean
/-- For a nonzero direct lattice vector `R`, the wave vector `k = π R / ‖R‖²` satisfies
`‖k‖ ‖R‖ = π` and lies in the first Brillouin zone. -/
theorem dualPoint_mem_firstZone {A B : Matrix (Fin n) (Fin n) ℝ} (h : IsReciprocal A B)
    {R : EuclideanSpace ℝ (Fin n)} (hR : R ∈ lattice A) (h0 : R ≠ 0) :
    ‖dualPoint R‖ * ‖R‖ = π ∧ dualPoint R ∈ firstZone B := by
  have hpos : 0 < ‖R‖ := norm_pos_iff.mpr h0
  have hc : 0 ≤ π / ‖R‖ ^ 2 := by positivity
  constructor
  · rw [dualPoint, norm_smul, Real.norm_of_nonneg hc]
    field_simp
  · refine smul_mem_firstZone h hR (le_of_eq ?_)
    rw [abs_of_nonneg hc]
    field_simp
```

This is the main result. The hypotheses are that $A$ and $B$ are reciprocal, that $R$ is in the direct lattice, and that $R\neq0$. The conclusion, joined by `∧` ("and"), is $\|k\|\,\|R\|=\pi$ together with membership of $k$ in the first zone.

For the length, $\|k\|=(\pi/\|R\|^2)\|R\|=\pi/\|R\|$. For membership, put $s=\pi/\|R\|^2$ in the previous theorem; then $|s|\,\|R\|^2=\pi$, the end of the allowed segment. The length is stated as a product because Lean sets division by zero to zero, so the quotient form would hold even at $R=0$.

## When a Bragg plane passes through k

```lean
/-- A reciprocal lattice vector `g` is nonzero and as far from `k = π R / ‖R‖²` as the origin
is, exactly when `g = 2 k`. -/
theorem equidistant_iff {A B : Matrix (Fin n) (Fin n) ℝ} (h : IsReciprocal A B)
    {R g : EuclideanSpace ℝ (Fin n)} (hR : R ∈ lattice A) (h0 : R ≠ 0) (hg : g ∈ lattice B) :
    (g ≠ 0 ∧ ‖dualPoint R - g‖ = ‖dualPoint R‖) ↔ g = (2 : ℝ) • dualPoint R := by
  have hpos : 0 < ‖R‖ := norm_pos_iff.mpr h0
  have hK := (dualPoint_mem_firstZone h hR h0).1
  constructor
  · rintro ⟨hg0, he⟩
    have hgpos : 0 < ‖g‖ := norm_pos_iff.mpr hg0
    obtain ⟨m, hm⟩ := inner_eq_two_pi_mul_int h hR hg
    have hk : inner ℝ (dualPoint R) g * ‖R‖ ^ 2 = 2 * π ^ 2 * m := by
      rw [dualPoint, real_inner_smul_left, hm]
      field_simp
    have he2 := norm_sub_sq_real (dualPoint R) g
    rw [he] at he2
    have hG : ‖g‖ ^ 2 * ‖R‖ ^ 2 = 4 * π ^ 2 * m := by
      linear_combination 2 * hk - ‖R‖ ^ 2 * he2
    -- Cauchy-Schwarz leaves only the plane `R · g = 2π`
    have cs := abs_real_inner_le_norm R g
    rw [hm] at cs
    have c2 : (2 * π * (m : ℝ)) ^ 2 ≤ (‖R‖ * ‖g‖) ^ 2 :=
      sq_le_sq.mpr (cs.trans (le_abs_self _))
    have hp4 : 0 < 4 * π ^ 2 := by positivity
    have hmpos : 0 < (m : ℝ) := by
      have h1 : 0 < 4 * π ^ 2 * (m : ℝ) := by
        rw [← hG]
        positivity
      exact (mul_pos_iff_of_pos_left hp4).mp h1
    have hmm : (m : ℝ) * m ≤ m * 1 :=
      le_of_mul_le_mul_left (by linarith : 4 * π ^ 2 * ((m : ℝ) * m) ≤ 4 * π ^ 2 * (m * 1)) hp4
    have hm1 : (m : ℝ) = 1 := by
      have a : 0 < m := by exact_mod_cast hmpos
      have b : m ≤ 1 := by exact_mod_cast le_of_mul_le_mul_left hmm hmpos
      exact_mod_cast (by omega : m = 1)
    -- the distance between `g` and `2 k` vanishes
    have hz : ‖g - (2 : ℝ) • dualPoint R‖ ^ 2 * ‖R‖ ^ 2 = 0 := by
      rw [norm_sub_sq_real, real_inner_smul_right, real_inner_comm, norm_smul,
        Real.norm_eq_abs, abs_two]
      linear_combination hG - 4 * hk + 4 * (‖dualPoint R‖ * ‖R‖ + π) * hK - 4 * π ^ 2 * hm1
    rcases mul_eq_zero.mp hz with h1 | h1
    · exact sub_eq_zero.mp (norm_eq_zero.mp ((pow_eq_zero_iff two_ne_zero).mp h1))
    · exact absurd h1 (pow_ne_zero 2 hpos.ne')
  · intro hgk
    rw [hgk]
    constructor
    · intro h1
      have hk0 := (smul_eq_zero.mp h1).resolve_left two_ne_zero
      rw [hk0, norm_zero, zero_mul] at hK
      exact Real.pi_ne_zero hK.symm
    · have h2 : dualPoint R - (2 : ℝ) • dualPoint R = -dualPoint R := by module
      rw [h2, norm_neg]
```

The Bragg plane of a nonzero reciprocal lattice vector $g$ consists of the points equidistant from $0$ and $g$. Let $R$ be a nonzero direct lattice vector, as the hypotheses `hR` and `h0` require. The theorem says that $k$ then lies on the Bragg plane of $g$ exactly when $g=2k$.

Suppose $g\neq0$ and $\|k-g\|=\|k\|$. Squaring gives $\|g\|^2=2\,k\cdot g$. With $R\cdot g=2\pi m$ we have $k\cdot g\,\|R\|^2=2\pi^2m$, hence

$$\|g\|^2\|R\|^2=4\pi^2m .$$

The left side is positive, so $m>0$. Cauchy–Schwarz gives $(2\pi m)^2\le\|R\|^2\|g\|^2=4\pi^2m$, so $m\le1$, and therefore $m=1$. Now

$$\|g-2k\|^2\|R\|^2=\|g\|^2\|R\|^2-4\,k\cdot g\,\|R\|^2+4\|k\|^2\|R\|^2=4\pi^2-8\pi^2+4\pi^2=0,$$

so $g=2k$. Conversely, $2k\neq0$ because $\|k\|\,\|R\|=\pi$, and $\|k-2k\|=\|k\|$.

The names follow this order: `hk`, `hG`, `cs`, `hm1`, `hz`. The tactic `linear_combination` verifies an equation as a stated combination of equations already known.

```lean
/-- Some nonzero reciprocal lattice vector is as far from `k = π R / ‖R‖²` as the origin is,
if and only if `2 k` belongs to the reciprocal lattice. -/
theorem exists_equidistant_iff {A B : Matrix (Fin n) (Fin n) ℝ} (h : IsReciprocal A B)
    {R : EuclideanSpace ℝ (Fin n)} (hR : R ∈ lattice A) (h0 : R ≠ 0) :
    (∃ g ∈ lattice B, g ≠ 0 ∧ ‖dualPoint R - g‖ = ‖dualPoint R‖) ↔
      (2 : ℝ) • dualPoint R ∈ lattice B := by
  constructor
  · rintro ⟨g, hg, hh⟩
    rw [← (equidistant_iff h hR h0 hg).mp hh]
    exact hg
  · intro hg
    exact ⟨_, hg, (equidistant_iff h hR h0 hg).mpr rfl⟩
```

Hence, again for a nonzero direct lattice vector $R$, some Bragg plane passes through $k$ if and only if $2k$ is itself a reciprocal lattice vector. In one dimension with spacing $a$, the choice $R=a$ gives the zone edge $\pi/a$, while $R=2a$ gives $\pi/(2a)$, which is inside.

## A planar example and the test in a code

```lean
/-- The planar lattice with basis `(1,0)`, `(1,1)` has the reciprocal basis `(2π,-2π)`, `(0,2π)`,
and `(1,1)` is one of its lattice vectors. -/
theorem isReciprocal_witness :
    IsReciprocal !![1, 1; 0, 1] !![2 * π, 0; -(2 * π), 2 * π] ∧
      !₂[(1 : ℝ), 1] ∈ lattice !![1, 1; 0, 1] := by
  constructor
  · unfold IsReciprocal
    ext i j
    fin_cases i <;> fin_cases j <;> simp [Matrix.mul_apply, Fin.sum_univ_succ]
  · refine ⟨![0, 1], ?_⟩
    ext i
    fin_cases i <;> simp [latticeVec, dotProduct, Fin.sum_univ_succ]

end

end BrillouinZoneDuality
```

The example shows that the hypotheses can be met. `!![1, 1; 0, 1]` lists a matrix by rows, so the direct basis vectors are its columns $(1,0)$ and $(1,1)$. The basis is oblique, but the lattice it generates is the ordinary square lattice. The second part obtains $R=(1,1)$ from the integer coordinates $(0,1)$.

Here $\|R\|^2=2$ and $k=(\pi/2,\pi/2)$. Since $2k=(\pi,\pi)$ is not in the reciprocal lattice, no Bragg plane passes through $k$.

Electronic-structure codes often accept wave vectors in fractional coordinates $\kappa$, defined by $k=B\kappa$. Reciprocity gives

$$\kappa=\frac{A^{\mathsf T}k}{2\pi}=\frac{A^{\mathsf T}R}{2\|R\|^2},$$

which is $(1/4,1/2)$ in the example. For $k=\pi R/\|R\|^2$, though not for a general wave vector, the Bragg-plane condition becomes a test of whether all entries of $2\kappa$ are integers, up to a rounding tolerance. Here $2\kappa=(1/2,1)$ fails it. For this $k$ no search over neighbouring reciprocal vectors is needed to bring it into the zone. For a general wave vector, small fractional coordinates do not guarantee membership in the zone: in the same oblique basis, $\kappa=(0.4,-0.4)$ has both entries below $1/2$ in magnitude, yet the wave vector $(0.8\pi,-1.6\pi)$ is closer to $(0,-2\pi)$ than to the origin.

```lean
#print axioms BrillouinZoneDuality.isReciprocal_iff
#print axioms BrillouinZoneDuality.dualPoint_mem_firstZone
#print axioms BrillouinZoneDuality.exists_equidistant_iff
```

```
'BrillouinZoneDuality.isReciprocal_iff' depends on axioms: [propext, Classical.choice, Quot.sound]
'BrillouinZoneDuality.dualPoint_mem_firstZone' depends on axioms: [propext, Classical.choice, Quot.sound]
'BrillouinZoneDuality.exists_equidistant_iff' depends on axioms: [propext, Classical.choice, Quot.sound]
```
